# Spin-Rotation Invariants of Two Boson Modes Are Functions of the Total Number

We represent the states of two boson modes by polynomials in two variables $x$ and $y$ over a field $K$ of characteristic zero, such as $\mathbb{R}$ or $\mathbb{C}$. The monomial $x^a y^b$ stands for $a$ bosons in the first mode and $b$ in the second. Multiplication by $x$ creates a boson in the first mode and $\partial/\partial x$ annihilates one; $y$ and $\partial/\partial y$ do the same for the second. Every state is then a finite combination of number states, and neither an inner product nor a completion is needed.

In Schwinger's construction, the spin ladder operators move one boson between the modes:

$$J_+ = x\,\frac{\partial}{\partial y}, \qquad J_- = y\,\frac{\partial}{\partial x}.$$

Their commutator is $2J_z$, where $J_z$ has eigenvalue $(a-b)/2$ on $x^a y^b$, so an operator that commutes with both commutes with all three spin components.

**Claim.** A $K$-linear map $T$ on $K[x,y]$ commutes with $J_+$ and $J_-$ if and only if there are scalars $c_0, c_1, c_2, \dots$ in $K$ such that $Tp = c_n p$ for every homogeneous polynomial $p$ of degree $n$.

Degree is total boson number, so $T$ acts as a function of that number. We do not assume that $T$ conserves the number; this follows from the commutation relations.

## One scalar for each multiplet

The ladder operators act on number states by

$$J_+\,x^a y^b = b\,x^{a+1}y^{b-1}, \qquad J_-\,x^a y^b = a\,x^{a-1}y^{b+1},$$

with result zero when the mode that would lose a boson is empty. For the normalised states $|a,b\rangle = x^a y^b/\sqrt{a!\,b!}$ over $\mathbb{C}$, the factors become the familiar $\sqrt{b(a+1)}$ and $\sqrt{a(b+1)}$. Applying both operators in turn multiplies a number state by a scalar, which may be zero:

$$J_-J_+\,x^a y^b = b(a+1)\,x^a y^b, \qquad J_+J_-\,x^a y^b = a(b+1)\,x^a y^b.$$

Suppose that $T$ commutes with $J_\pm$, and put $q = T(x^n)$. Since $J_+x^n = 0$ and $J_+J_-x^n = n\,x^n$, moving $T$ through the ladder operators gives

$$J_-J_+\,q = 0, \qquad J_+J_-\,q = n\,q.$$

If $x^a y^b$ occurs in $q$ with a nonzero coefficient, comparing coefficients gives $b(a+1) = 0$ and $a(b+1) = n$. In characteristic zero the first equation forces $b = 0$, and the second then gives $a = n$. Only $x^n$ survives, so $T(x^n) = c_n x^n$ for some scalar $c_n$.

The scalar is carried down the multiplet by induction on $b$. Assume that $T(x^a y^b) = c_{a+b}\,x^a y^b$ for every $a$. Applying $T$ to $J_-\,x^{a+1}y^b = (a+1)\,x^a y^{b+1}$ gives

$$(a+1)\,T(x^a y^{b+1}) = J_-\,T(x^{a+1}y^b) = c_{a+b+1}\,(a+1)\,x^a y^{b+1},$$

and we may divide by $a+1$, which is nonzero in $K$. A homogeneous polynomial of degree $n$ is a sum of monomials with $a+b=n$, so linearity completes this direction.

Conversely, let $T$ multiply degree $n$ by $c_n$. The operators $J_\pm$ send $x^a y^b$ to zero or to a multiple of a monomial of the same degree. Both orders of composition therefore produce the same factor $c_{a+b}$, and $T$ commutes with $J_\pm$ on number states, hence everywhere.

The smallest cases show the argument at work. For $n=0$ the only number state is the vacuum $1$; the two conditions leave $a=b=0$, and $c_0$ is unrestricted. For $n=1$ the states $x$ and $y$ form a spin one-half. Here $T(x) = c_1x$, and $T(y) = T(J_-x) = J_-T(x) = c_1y$, so both spin states receive the same scalar.

## States and ladder operators in Lean

The space is `MvPolynomial (Fin 2) K`, with `X 0` for $x$ and `X 1` for $y$. At first $K$ is an arbitrary field; characteristic zero enters later.

```lean
import Mathlib

open MvPolynomial

namespace SchwingerBosonInvariants

noncomputable section

variable (K : Type*) [Field K]
```

The number states carry no normalisation factor.

```lean
/-- The unnormalised number state `x^a y^b` with `a` bosons in the first mode and `b` in the
second. -/
def fock (a b : ℕ) : MvPolynomial (Fin 2) K := X 0 ^ a * X 1 ^ b
```

The type `Module.End K (MvPolynomial (Fin 2) K)` consists of the $K$-linear maps from the space to itself. Each ladder operator is given by its formula together with proofs of additivity and compatibility with scalars.

```lean
/-- The spin raising operator `J₊ = x ∂/∂y`. -/
def raise : Module.End K (MvPolynomial (Fin 2) K) where
  toFun p := X 0 * pderiv 1 p
  map_add' p q := by rw [map_add, mul_add]
  map_smul' r p := by rw [Derivation.map_smul, mul_smul_comm]; rfl

/-- The spin lowering operator `J₋ = y ∂/∂x`. -/
def lower : Module.End K (MvPolynomial (Fin 2) K) where
  toFun p := X 1 * pderiv 0 p
  map_add' p q := by rw [map_add, mul_add]
  map_smul' r p := by rw [Derivation.map_smul, mul_smul_comm]; rfl
```

Two lemmas restate these formulas for use in rewriting.

```lean
variable {K}

/-- `J₊` differentiates in `y` and multiplies by `x`. -/
lemma raise_apply (p : MvPolynomial (Fin 2) K) : raise K p = X 0 * pderiv 1 p := rfl

/-- `J₋` differentiates in `x` and multiplies by `y`. -/
lemma lower_apply (p : MvPolynomial (Fin 2) K) : lower K p = X 1 * pderiv 0 p := rfl
```

Lean indexes a monomial by a function `s` of exponents, so `s 0` and `s 1` are the occupations $a$ and $b$. The next three lemmas translate between this indexing and `fock`.

```lean
/-- A pair of occupation numbers is the sum of its two single-mode parts. -/
lemma single_add_single (s : Fin 2 →₀ ℕ) :
    Finsupp.single 0 (s 0) + Finsupp.single 1 (s 1) = s := by
  ext i
  fin_cases i <;> simp

/-- A number state is a monomial with coefficient one. -/
lemma fock_eq_monomial (a b : ℕ) :
    fock K a b = monomial (Finsupp.single 0 a + Finsupp.single 1 b) 1 := by
  simp [fock, X_pow_eq_monomial, monomial_mul]

/-- Every monomial is a multiple of a number state. -/
lemma monomial_eq_fock (s : Fin 2 →₀ ℕ) (r : K) :
    monomial s r = r • fock K (s 0) (s 1) := by
  rw [fock_eq_monomial, single_add_single, smul_monomial, smul_eq_mul, mul_one]
```

## Ladder action and diagonal products

The four parts of `ladder_fock` are the two ladder formulas and their two empty-mode cases. Writing the occupied mode as `b + 1` or `a + 1` avoids subtracting natural numbers. The proof applies the product and power rules for derivatives, and `ring` collects the factors.

```lean
/-- `J₊` and `J₋` move one boson between the modes, with the initial occupation of the mode that
loses the boson as factor, and give zero when that mode is empty. -/
theorem ladder_fock (a b : ℕ) :
    raise K (fock K a (b + 1)) = ((b : K) + 1) • fock K (a + 1) b ∧
    raise K (fock K a 0) = 0 ∧
    lower K (fock K (a + 1) b) = ((a : K) + 1) • fock K a (b + 1) ∧
    lower K (fock K 0 b) = 0 := by
  have h1 : pderiv (0 : Fin 2) (X 1 : MvPolynomial (Fin 2) K) = 0 :=
    pderiv_X_of_ne (by decide)
  have h0 : pderiv (1 : Fin 2) (X 0 : MvPolynomial (Fin 2) K) = 0 :=
    pderiv_X_of_ne (by decide)
  refine ⟨?_, ?_, ?_, ?_⟩
  · simp only [raise_apply, fock, pderiv_mul, pderiv_pow, pderiv_X_self, h0,
      Nat.add_sub_cancel, smul_eq_C_mul, map_add, map_natCast, map_one, Nat.cast_add,
      Nat.cast_one]
    ring
  · simp only [raise_apply, fock, pow_zero, mul_one, pderiv_pow, h0, mul_zero]
  · simp only [lower_apply, fock, pderiv_mul, pderiv_pow, pderiv_X_self, h1,
      Nat.add_sub_cancel, smul_eq_C_mul, map_add, map_natCast, map_one, Nat.cast_add,
      Nat.cast_one]
    ring
  · simp only [lower_apply, fock, pow_zero, one_mul, pderiv_pow, h1, mul_zero]
```

Composing the two actions gives the eigenvalues $a(b+1)$ and $b(a+1)$. In each proof the empty mode is treated separately.

```lean
/-- `J₊J₋` is diagonal on number states with eigenvalue `a(b+1)`. -/
lemma raise_lower_fock (a b : ℕ) :
    raise K (lower K (fock K a b)) = ((a : K) * ((b : K) + 1)) • fock K a b := by
  cases a with
  | zero => simp [(ladder_fock (K := K) 0 b).2.2.2]
  | succ a =>
    rw [(ladder_fock a b).2.2.1, map_smul, (ladder_fock a b).1, smul_smul, Nat.cast_succ]

/-- `J₋J₊` is diagonal on number states with eigenvalue `b(a+1)`. -/
lemma lower_raise_fock (a b : ℕ) :
    lower K (raise K (fock K a b)) = ((b : K) * ((a : K) + 1)) • fock K a b := by
  cases b with
  | zero => simp [(ladder_fock (K := K) a 0).2.1]
  | succ b =>
    rw [(ladder_fock a b).1, map_smul, (ladder_fock a b).2.2.1, smul_smul, Nat.cast_succ]
```

Comparing coefficients rests on the following lemma: if an operator `D` is diagonal on number states, the coefficient of each monomial in `D p` is its eigenvalue times its coefficient in `p`. The proof checks monomials first and then sums.

```lean
/-- An operator that is diagonal on number states multiplies each coefficient by its eigenvalue. -/
lemma coeff_diagonal (D : Module.End K (MvPolynomial (Fin 2) K)) (f : ℕ → ℕ → K)
    (h : ∀ a b, D (fock K a b) = f a b • fock K a b) (p : MvPolynomial (Fin 2) K)
    (s : Fin 2 →₀ ℕ) : coeff s (D p) = f (s 0) (s 1) * coeff s p := by
  refine MvPolynomial.induction_on' p (fun u r => ?_) (fun p q hp hq => ?_)
  · have hu : D (monomial u r) = f (u 0) (u 1) • monomial u r := by
      rw [monomial_eq_fock, map_smul, h]
      exact smul_comm _ _ _
    rw [hu, coeff_smul, smul_eq_mul]
    by_cases e : u = s
    · rw [e]
    · simp [coeff_monomial, e]
  · rw [map_add, coeff_add, coeff_add, hp, hq, mul_add]
```

## From number states to homogeneous polynomials

A linear map is determined by its values on number states.

```lean
/-- Linear maps that agree on all number states are equal. -/
lemma ext_fock {S T : Module.End K (MvPolynomial (Fin 2) K)}
    (h : ∀ a b, S (fock K a b) = T (fock K a b)) : S = T := by
  refine LinearMap.ext fun p => ?_
  refine MvPolynomial.induction_on' p (fun u r => ?_) (fun p q hp hq => ?_)
  · rw [monomial_eq_fock, map_smul, map_smul, h]
  · rw [map_add, map_add, hp, hq]
```

The predicate `IsHomogeneous n` says that every monomial present has total degree $n$. The number state $x^a y^b$ satisfies it with $n=a+b$.

```lean
/-- The number state `x^a y^b` has total boson number `a + b`. -/
lemma fock_homogeneous (a b : ℕ) : (fock K a b).IsHomogeneous (a + b) := by
  simpa [fock] using
    ((isHomogeneous_X K (0 : Fin 2)).pow a).mul ((isHomogeneous_X K (1 : Fin 2)).pow b)
```

The linearity step of the derivation comes next. The polynomial is written as the sum of its monomials, homogeneity gives `v 0 + v 1 = n` for each of them, and the common scalar is taken out of the sum.

```lean
/-- A map that scales number states by a function of `a + b` scales every state of fixed total
number by that function. -/
lemma scalar_on_homogeneous (T : Module.End K (MvPolynomial (Fin 2) K)) (c : ℕ → K)
    (h : ∀ a b, T (fock K a b) = c (a + b) • fock K a b) {n : ℕ}
    {p : MvPolynomial (Fin 2) K} (hp : p.IsHomogeneous n) : T p = c n • p := by
  calc T p = T (∑ v ∈ p.support, monomial v (coeff v p)) := by
        rw [support_sum_monomial_coeff]
    _ = ∑ v ∈ p.support, c n • monomial v (coeff v p) := by
        rw [map_sum]
        refine Finset.sum_congr rfl fun v hv => ?_
        have hd := hp (mem_support_iff.mp hv)
        rw [Finsupp.weight_apply, Finsupp.sum_fintype _ _ (by simp)] at hd
        have hd' : v 0 + v 1 = n := by simpa [Fin.sum_univ_two] using hd
        rw [monomial_eq_fock, map_smul, h, hd']
        exact smul_comm _ _ _
    _ = c n • p := by rw [← Finset.smul_sum, support_sum_monomial_coeff]
```

## The image of the highest-weight state

From here on `CharZero K` is assumed. `Commute T (raise K)` means that the two compositions of $T$ and $J_+$ agree. In the proof, `e1` and `e2` are the equations $J_-J_+q=0$ and $J_+J_-q=nq$. The scalar is chosen to be the coefficient of $x^n$ in $q$. For any other monomial, a nonzero coefficient would give `h1`, which is $b=0$, and `h0`, which is $n=a$, contradicting that the monomial is different from $x^n$.

```lean
variable [CharZero K]

/-- A linear map commuting with `J₊` and `J₋` multiplies the state `x^n` by a scalar. -/
theorem invariant_on_highest_weight {T : Module.End K (MvPolynomial (Fin 2) K)}
    (hR : Commute T (raise K)) (hL : Commute T (lower K)) (n : ℕ) :
    ∃ c : K, T (fock K n 0) = c • fock K n 0 := by
  have hR' : ∀ p, T (raise K p) = raise K (T p) := fun p => LinearMap.congr_fun hR.eq p
  have hL' : ∀ p, T (lower K p) = lower K (T p) := fun p => LinearMap.congr_fun hL.eq p
  -- the image satisfies the same eigenvalue equations for `J₋J₊` and `J₊J₋` as `x^n`
  have e1 : lower K (raise K (T (fock K n 0))) = 0 := by
    rw [← hR', (ladder_fock n 0).2.1, map_zero, map_zero]
  have e2 : raise K (lower K (T (fock K n 0))) =
      ((n : K) * (((0 : ℕ) : K) + 1)) • T (fock K n 0) := by
    rw [← hL', ← hR', raise_lower_fock, map_smul]
  refine ⟨coeff (Finsupp.single 0 n + Finsupp.single 1 0) (T (fock K n 0)), ?_⟩
  ext s
  rw [coeff_smul, smul_eq_mul]
  by_cases e : Finsupp.single 0 n + Finsupp.single 1 0 = s
  · rw [e, fock_eq_monomial n 0, e, coeff_monomial, if_pos rfl, mul_one]
  · rw [show coeff s (fock K n 0) = 0 by
      rw [fock_eq_monomial, coeff_monomial, if_neg e], mul_zero]
    by_contra hne
    -- a surviving coefficient must have occupations `(n, 0)`
    have k1 := coeff_diagonal (lower K * raise K) (fun a b => (b : K) * ((a : K) + 1))
      lower_raise_fock (T (fock K n 0)) s
    rw [Module.End.mul_apply, e1, coeff_zero] at k1
    have k1' : (s 1 : K) * ((s 0 : K) + 1) = 0 :=
      (mul_eq_zero.mp k1.symm).resolve_right hne
    have h1 : s 1 = 0 := by
      have : s 1 * (s 0 + 1) = 0 := by exact_mod_cast k1'
      simpa using this
    have k2 := coeff_diagonal (raise K * lower K) (fun a b => (a : K) * ((b : K) + 1))
      raise_lower_fock (T (fock K n 0)) s
    rw [Module.End.mul_apply, e2, coeff_smul, smul_eq_mul] at k2
    have k2' : (n : K) * (((0 : ℕ) : K) + 1) = (s 0 : K) * ((s 1 : K) + 1) :=
      mul_right_cancel₀ hne k2
    have h0 : n = s 0 := by simpa [h1] using k2'
    have hs := single_add_single s
    rw [h1, ← h0] at hs
    exact e hs
```

## The equivalence

The main theorem takes an arbitrary linear map `T`. Its left side is commutation with both ladder operators; its right side provides one sequence `c : ℕ → K` that works for all degrees `n` and all homogeneous `p`. Neither Hermiticity nor boundedness is required of `T`.

In the forward direction, `choose` collects the scalars from the highest-weight states into a sequence. The induction on `b` keeps `a` general, because the step for `a` uses the hypothesis at `a + 1`; `ha` is the fact that allows division by $a+1$. The reverse direction uses `ext_fock` to reduce to number states and treats the empty modes separately.

```lean
/-- A linear map on the two-mode boson space commutes with `J₊` and `J₋` if and only if it
multiplies the states of each total boson number `n` by a scalar `c n`. -/
theorem spin_invariant_iff (T : Module.End K (MvPolynomial (Fin 2) K)) :
    (Commute T (raise K) ∧ Commute T (lower K)) ↔
      ∃ c : ℕ → K, ∀ (n : ℕ) (p : MvPolynomial (Fin 2) K),
        p.IsHomogeneous n → T p = c n • p := by
  constructor
  · rintro ⟨hR, hL⟩
    choose c hc using invariant_on_highest_weight hR hL
    refine ⟨c, fun n p hp => scalar_on_homogeneous T c (fun a b => ?_) hp⟩
    -- `J₋` carries the scalar down the multiplet
    induction b generalizing a with
    | zero => exact hc a
    | succ b ih =>
      have ha : (a : K) + 1 ≠ 0 := Nat.cast_add_one_ne_zero a
      have h : T (lower K (fock K (a + 1) b)) = lower K (T (fock K (a + 1) b)) :=
        LinearMap.congr_fun hL.eq _
      rw [ih (a + 1), map_smul, (ladder_fock a b).2.2.1, map_smul] at h
      have h' := h.trans (smul_comm _ _ _)
      rw [← inv_smul_smul₀ ha (T (fock K a (b + 1))), h', inv_smul_smul₀ ha,
        show a + 1 + b = a + (b + 1) by omega]
  · rintro ⟨c, hc⟩
    have hf : ∀ a b, T (fock K a b) = c (a + b) • fock K a b :=
      fun a b => hc _ _ (fock_homogeneous a b)
    -- both ladder operators preserve the total number
    constructor <;> refine ext_fock fun a b => ?_ <;>
      rw [Module.End.mul_apply, Module.End.mul_apply, hf, map_smul]
    · cases b with
      | zero => rw [(ladder_fock a 0).2.1, map_zero, smul_zero]
      | succ b =>
        rw [(ladder_fock a b).1, map_smul, hf, show a + 1 + b = a + (b + 1) by omega]
        exact smul_comm _ _ _
    · cases a with
      | zero => rw [(ladder_fock 0 b).2.2.2, map_zero, smul_zero]
      | succ a =>
        rw [(ladder_fock a b).2.2.1, map_smul, hf, show a + (b + 1) = a + 1 + b by omega]
        exact smul_comm _ _ _
```

For two-component bosons in a single spatial orbital, the theorem means that a Hamiltonian with full spin-rotation symmetry depends only on the particle number, and so cannot split the states of a fixed number. The restriction to two modes matters: with more orbitals the same total spin can occur several times at one particle number, and invariant operators can then mix those copies. The theorem also concerns finite combinations of number states only, so it leaves aside domains of unbounded operators on the completed Fock space.

## Invariants commute with one another

If $S$ and $T$ are both invariant, with scalars $c_n$ and $d_n$, then both $ST$ and $TS$ multiply $x^a y^b$ by $c_{a+b}d_{a+b}$. Hence $ST=TS$. The formal proof obtains the two sequences from the equivalence and compares the products on number states.

```lean
/-- Any two linear maps that commute with `J₊` and `J₋` commute with each other. -/
theorem spin_invariants_commute {S T : Module.End K (MvPolynomial (Fin 2) K)}
    (hS : Commute S (raise K) ∧ Commute S (lower K))
    (hT : Commute T (raise K) ∧ Commute T (lower K)) : Commute S T := by
  obtain ⟨c, hc⟩ := (spin_invariant_iff S).mp hS
  obtain ⟨d, hd⟩ := (spin_invariant_iff T).mp hT
  refine ext_fock fun a b => ?_
  have h := fock_homogeneous (K := K) a b
  rw [Module.End.mul_apply, Module.End.mul_apply, hd _ _ h, hc _ _ h, map_smul, map_smul,
    hc _ _ h, hd _ _ h]
  exact smul_comm _ _ _

end

end SchwingerBosonInvariants
```

```lean
#print axioms SchwingerBosonInvariants.spin_invariant_iff
-- 'SchwingerBosonInvariants.spin_invariant_iff' depends on axioms: [propext, Classical.choice, Quot.sound]
#print axioms SchwingerBosonInvariants.spin_invariants_commute
-- 'SchwingerBosonInvariants.spin_invariants_commute' depends on axioms: [propext, Classical.choice, Quot.sound]
```
